# Expectation values sum to zero for every traceless Hermitian matrix exactly when the states' outer products sum to a scalar matrix

## Two orbitals and an angle

Two degenerate orbitals are split and mixed by a weak perturbation that leaves their mean energy unchanged. If the perturbation is electrostatic, then in an orthonormal basis of real orbitals it is the matrix

$$V=\begin{pmatrix}\delta & g\\ g & -\delta\end{pmatrix},$$

with real $\delta$ and $g$. The real unit state $f=(\cos\theta,\sin\theta)$ has the expectation value

$$\langle f,Vf\rangle=\delta\cos2\theta+g\sin2\theta .$$

For several such states with angles $\theta_a$, the sum vanishes for all $\delta$ and $g$ exactly when $\sum_a\cos2\theta_a=0$ and $\sum_a\sin2\theta_a=0$. The outer products contain the same two numbers:

$$f f^T=\tfrac12\begin{pmatrix}1+\cos2\theta & \sin2\theta\\ \sin2\theta & 1-\cos2\theta\end{pmatrix}.$$

Their sum is a multiple of the identity under exactly the same two conditions. One state never satisfies them. Two orthogonal states do, and so do three states at $0^\circ$, $120^\circ$ and $240^\circ$, no two of which are orthogonal.

## The barycentre of a split level

A crystal field splits a degenerate level, such as the five orbitals of a d shell. The barycentre rule says that a traceless field leaves the mean energy of the level in place. It is usually stated for a complete orthonormal set of states. Here the set is an arbitrary finite sample, and the question is which samples give the same mean for every Hermitian perturbation of the level.

Let the level have dimension $n$, and let $f_1,\dots,f_N$ be coordinate vectors in it, real or complex, not necessarily normalised or orthogonal. Define

$$S=\sum_a f_a f_a^\dagger,\qquad E(V)=\sum_a\langle f_a,Vf_a\rangle,\qquad W=\sum_a\|f_a\|^2 .$$

The main result is that $E(V)=0$ for every traceless Hermitian $V$ if and only if $S=c\,\mathbf 1$ for some scalar $c$. For $n\ge1$ this is also equivalent to $E(H)=W\,\mathrm{tr}H/n$ for every Hermitian $H$. For $N\ge1$ unit vectors $W=N$, so the mean expectation value $E(H)/N$ is then the barycentre $\mathrm{tr}H/n$. Within a single finite-dimensional level, such a sample can therefore replace a full basis when a crystal-field energy is averaged.

## The statement in Lean

The type `ι` labels the sampled states and `n` labels the basis vectors. In the code `n` is thus an index type, and the dimension written $n$ in the prose is `Fintype.card n`. The field `𝕜` is $\mathbb R$ or $\mathbb C$, and a sample is a function `f : ι → n → 𝕜`.

`sampleOperator f` is $S$, with entries $S_{ij}=\sum_a f_{a,i}\overline{f_{a,j}}$. `sampleEnergy V f` is $E(V)$, a sum and not a mean, with the complex conjugate on the left vector.

- `sampleEnergy_traceless_iff` is the main equivalence. It holds in every finite dimension, including zero.
- `real_symmetric_traceless_iff` is its real form, with $V^T=V$ and $\sum_a f_af_a^T$.
- `reproduces_barycentre_iff` is the version with $\mathrm{tr}H/n$. It assumes `[Nonempty n]` because it divides by the dimension.
- `card_le_of_scalar` says that a sample with scalar $S$ whose states are not all zero has at least $n$ members.
- `sampleOperator_trine` gives $S=\tfrac32\mathbf 1$ for the three plane vectors at $120^\circ$.

The step from these matrices to a real ion is the identification of $V$ with the crystal-field operator restricted to one degenerate level, in an orthonormal basis, with mixing into other levels neglected. An electrostatic crystal field acting on orbitals without spin is real symmetric in a basis of real orbitals, so for samples with real components the real form applies. For complex components a scalar $S$ is still sufficient for such fields, but no longer necessary: the single state $(1,i)/\sqrt2$ gives zero for every $V$ of the first section, although its $S$ is not scalar. For complex states the condition in the main equivalence therefore runs over all traceless Hermitian matrices, including those with imaginary off-diagonal elements.

## Derivation

**Energy as a trace.** Writing out the components gives

$$E(V)=\sum_a\sum_{i,j}\overline{f_{a,i}}\,V_{ij}f_{a,j}=\sum_{i,j}V_{ij}S_{ji}=\mathrm{tr}(VS).$$

**Scalar $S$ suffices.** If $S=c\,\mathbf 1$, then $E(V)=c\,\mathrm{tr}V$, which is zero for traceless $V$.

**Scalar $S$ is necessary.** Let $n\ge1$ and suppose that $E$ vanishes on all traceless Hermitian matrices. Since $S$ is Hermitian, $t=\mathrm{tr}S/n$ is real. The matrix $V=S-t\,\mathbf 1$ is therefore Hermitian, and its trace is $\mathrm{tr}S-tn=0$. By assumption $\mathrm{tr}(VS)=0$, so

$$\sum_{i,j}|V_{ij}|^2=\mathrm{tr}(V^\dagger V)=\mathrm{tr}(V^2)=\mathrm{tr}(VS)-t\,\mathrm{tr}V=0 .$$

Every entry of $V$ vanishes, and $S=t\,\mathbf 1$.

**The barycentre.** If $S=c\,\mathbf 1$, then $E(\mathbf 1)=W$ gives $W=cn$. Hence $E(H)=c\,\mathrm{tr}H=W\,\mathrm{tr}H/n$. Conversely, if this formula holds for every Hermitian $H$, it gives zero for traceless $H$, and the main result applies.

**Counting states.** Let $F$ be the $n\times N$ matrix whose columns are the $f_a$, so that $S=FF^\dagger$. If $S=c\,\mathbf 1$ and $c=0$, then $FF^\dagger=0$, which forces $F=0$. For a sample that is not all zero, $c\neq0$ and $S$ has rank $n$. The rank of $FF^\dagger$ is at most that of $F$, which is at most $N$, so $n\le N$. In a d level, a nonzero sample with scalar $S$ therefore has at least five orbitals.

**Three vectors at $120^\circ$.** The outer products add up to

$$\begin{pmatrix}1&0\\0&0\end{pmatrix}+\begin{pmatrix}\tfrac14&-\tfrac{\sqrt3}4\\-\tfrac{\sqrt3}4&\tfrac34\end{pmatrix}+\begin{pmatrix}\tfrac14&\tfrac{\sqrt3}4\\\tfrac{\sqrt3}4&\tfrac34\end{pmatrix}=\tfrac32\,\mathbf 1 .$$

## One dimension, and explicit weights

For $n=1$ the only traceless matrix is zero and every $1\times1$ matrix is scalar, so both sides of the equivalence hold for any sample. From $n=2$ on, the counting bound rules out a single nonzero state.

The sample could also have been modelled as unit vectors $u_a$ with weights $w_a\ge0$ that sum to one. Setting $f_a=\sqrt{w_a}\,u_a$ recovers the present form, now with $W=1$. Whenever $S$ is scalar, the scalar would then be $1/n$ and $S$ would be the density matrix of the maximally mixed state. The hypothesis `f ≠ 0` in the counting theorem would be automatic. The unnormalised form drops the conditions on lengths and weights, keeps that one hypothesis in the counting theorem, and carries the weights in the squared lengths of the vectors.

## The complete Lean file

```lean
import Mathlib

open Matrix
open scoped ComplexOrder

namespace BarycentreSamples

noncomputable section

variable {𝕜 ι n : Type*} [RCLike 𝕜] [Fintype ι] [Fintype n]

/-- The sample operator: the sum of `f_a f_a†` over the sampled states. -/
def sampleOperator (f : ι → n → 𝕜) : Matrix n n 𝕜 :=
  ∑ a, vecMulVec (f a) (star (f a))

/-- The sample energy: the sum of `⟨f_a, V f_a⟩`, not divided by `⟨f_a, f_a⟩`, over the sampled
states. -/
def sampleEnergy (V : Matrix n n 𝕜) (f : ι → n → 𝕜) : 𝕜 :=
  ∑ a, star (f a) ⬝ᵥ (V *ᵥ f a)

/-- The sample energy is the trace of the perturbation times the sample operator. -/
theorem sampleEnergy_eq_trace (V : Matrix n n 𝕜) (f : ι → n → 𝕜) :
    sampleEnergy V f = (V * sampleOperator f).trace := by
  rw [sampleEnergy, sampleOperator, Finset.mul_sum, Matrix.trace_sum]
  refine Finset.sum_congr rfl fun a _ => ?_
  rw [Matrix.mul_vecMulVec, dotProduct_comm]
  simp only [Matrix.trace, Matrix.diag_apply, Matrix.vecMulVec_apply, dotProduct]

omit [Fintype n] in
/-- The sample operator is `F F†`, where the columns of `F` are the sampled states. -/
theorem sampleOperator_eq_mul (f : ι → n → 𝕜) :
    sampleOperator f = (Matrix.of f)ᵀ * ((Matrix.of f)ᵀ)ᴴ := by
  ext i j
  simp [sampleOperator, Matrix.sum_apply, Matrix.vecMulVec_apply, Matrix.mul_apply]

omit [Fintype n] in
/-- The sample operator is Hermitian. -/
theorem sampleOperator_isHermitian (f : ι → n → 𝕜) : (sampleOperator f).IsHermitian := by
  rw [sampleOperator_eq_mul]
  exact Matrix.isHermitian_mul_conjTranspose_self _

variable [DecidableEq n]

/-- The sample energy vanishes for every traceless Hermitian perturbation if and only if the
sample operator is a scalar matrix. -/
theorem sampleEnergy_traceless_iff (f : ι → n → 𝕜) :
    (∀ V : Matrix n n 𝕜, V.IsHermitian → V.trace = 0 → sampleEnergy V f = 0) ↔
      ∃ c : 𝕜, sampleOperator f = c • (1 : Matrix n n 𝕜) := by
  constructor
  · intro h
    rcases isEmpty_or_nonempty n with hn | hn
    · exact ⟨0, by ext i; exact isEmptyElim i⟩
    have hcard : (Fintype.card n : 𝕜) ≠ 0 := Nat.cast_ne_zero.mpr Fintype.card_ne_zero
    have hS := sampleOperator_isHermitian f
    have hs : star (sampleOperator f).trace = (sampleOperator f).trace := by
      rw [← Matrix.trace_conjTranspose, hS.eq]
    obtain ⟨t, ht⟩ : ∃ t : 𝕜, t = (sampleOperator f).trace / (Fintype.card n : 𝕜) := ⟨_, rfl⟩
    have htstar : star t = t := by
      rw [ht, star_div₀, star_natCast, hs]
    -- the test perturbation is the traceless part of the sample operator
    obtain ⟨V, hV⟩ : ∃ V : Matrix n n 𝕜, V = sampleOperator f - t • (1 : Matrix n n 𝕜) :=
      ⟨_, rfl⟩
    have hherm : V.IsHermitian := by
      change Vᴴ = V
      rw [hV, Matrix.conjTranspose_sub, Matrix.conjTranspose_smul, Matrix.conjTranspose_one,
        hS.eq, htstar]
    have htr : V.trace = 0 := by
      rw [hV, Matrix.trace_sub, Matrix.trace_smul, Matrix.trace_one, smul_eq_mul, ht,
        div_mul_cancel₀ _ hcard, sub_self]
    have h0 := h V hherm htr
    rw [sampleEnergy_eq_trace] at h0
    -- its sample energy is its own squared Hilbert-Schmidt norm
    have hsq : (Vᴴ * V).trace = 0 := by
      have e : V * V = V * sampleOperator f - t • V := by
        calc V * V = V * (sampleOperator f - t • (1 : Matrix n n 𝕜)) := by rw [← hV]
          _ = V * sampleOperator f - t • V := by rw [mul_sub, Matrix.mul_smul, mul_one]
      rw [hherm.eq, e, Matrix.trace_sub, Matrix.trace_smul, h0, htr, smul_zero, sub_zero]
    have hzero : V = 0 := Matrix.trace_conjTranspose_mul_self_eq_zero_iff.mp hsq
    exact ⟨t, sub_eq_zero.mp (hV.symm.trans hzero)⟩
  · rintro ⟨c, hc⟩ V _ htr
    rw [sampleEnergy_eq_trace, hc, Matrix.mul_smul, mul_one, Matrix.trace_smul, htr, smul_zero]

/-- For real state vectors, the sum of `⟨f_a, V f_a⟩` vanishes for every traceless real symmetric
`V` if and only if the sum of `f_a f_aᵀ` is a scalar matrix. -/
theorem real_symmetric_traceless_iff (f : ι → n → ℝ) :
    (∀ V : Matrix n n ℝ, Vᵀ = V → V.trace = 0 → ∑ a, f a ⬝ᵥ (V *ᵥ f a) = 0) ↔
      ∃ c : ℝ, ∑ a, vecMulVec (f a) (f a) = c • (1 : Matrix n n ℝ) := by
  simpa only [sampleEnergy, sampleOperator, Matrix.IsHermitian,
    Matrix.conjTranspose_eq_transpose_of_trivial, star_trivial] using
    sampleEnergy_traceless_iff f

/-- In a state space of nonzero dimension, the sample energy of every Hermitian `H` equals the
total squared norm of the sample times the barycentre `tr H / n` if and only if the sample
operator is a scalar matrix. -/
theorem reproduces_barycentre_iff [Nonempty n] (f : ι → n → 𝕜) :
    (∀ H : Matrix n n 𝕜, H.IsHermitian →
      sampleEnergy H f = (∑ a, star (f a) ⬝ᵥ f a) * (H.trace / (Fintype.card n : 𝕜))) ↔
      ∃ c : 𝕜, sampleOperator f = c • (1 : Matrix n n 𝕜) := by
  constructor
  · intro h
    refine (sampleEnergy_traceless_iff f).mp fun V hV ht => ?_
    rw [h V hV, ht, zero_div, mul_zero]
  · rintro ⟨c, hc⟩ H _
    have hcard : (Fintype.card n : 𝕜) ≠ 0 := Nat.cast_ne_zero.mpr Fintype.card_ne_zero
    -- the identity as Hamiltonian fixes the scalar
    have hw : ∑ a, star (f a) ⬝ᵥ f a = c * (Fintype.card n : 𝕜) := by
      have h1 := sampleEnergy_eq_trace 1 f
      rw [hc, one_mul, Matrix.trace_smul, Matrix.trace_one, smul_eq_mul] at h1
      simpa only [sampleEnergy, Matrix.one_mulVec] using h1
    rw [sampleEnergy_eq_trace, hc, Matrix.mul_smul, mul_one, Matrix.trace_smul, smul_eq_mul, hw]
    field_simp

/-- A sample whose operator is a scalar matrix, and whose states are not all zero, contains at
least as many states as the dimension of the state space. -/
theorem card_le_of_scalar (f : ι → n → 𝕜) (hf : f ≠ 0) (c : 𝕜)
    (hc : sampleOperator f = c • (1 : Matrix n n 𝕜)) :
    Fintype.card n ≤ Fintype.card ι := by
  have hc0 : c ≠ 0 := by
    intro h
    rw [h, zero_smul, sampleOperator_eq_mul] at hc
    have hF := Matrix.self_mul_conjTranspose_eq_zero.mp hc
    exact hf (funext fun a => funext fun i => congrFun (congrFun hF i) a)
  have hu : IsUnit (c • (1 : Matrix n n 𝕜)) := by
    rw [Matrix.isUnit_iff_isUnit_det, Matrix.det_smul, Matrix.det_one, mul_one]
    exact isUnit_iff_ne_zero.mpr (pow_ne_zero _ hc0)
  -- a nonzero scalar matrix has full rank, while `F F†` has at most the rank of `F`
  have hr := Matrix.rank_of_isUnit _ hu
  rw [← hc, sampleOperator_eq_mul] at hr
  rw [← hr]
  exact (Matrix.rank_mul_le_left _ _).trans (Matrix.rank_le_card_width _)

/-- Three real unit vectors in the plane at mutual angles of 120 degrees. -/
def trine : Fin 3 → Fin 2 → ℝ :=
  ![![1, 0], ![-1 / 2, √3 / 2], ![-1 / 2, -(√3 / 2)]]

/-- The sample operator of the three plane vectors at 120 degrees is `3/2` times the identity. -/
theorem sampleOperator_trine :
    sampleOperator trine = (3 / 2 : ℝ) • (1 : Matrix (Fin 2) (Fin 2) ℝ) := by
  have h : √3 * √3 = (3 : ℝ) := Real.mul_self_sqrt (by norm_num)
  ext i j
  fin_cases i <;> fin_cases j <;>
    simp [sampleOperator, trine, Matrix.sum_apply, Matrix.vecMulVec_apply,
      Fin.sum_univ_three] <;> nlinarith [h]

end

end BarycentreSamples
```

```lean
#print axioms BarycentreSamples.real_symmetric_traceless_iff
-- 'BarycentreSamples.real_symmetric_traceless_iff' depends on axioms: [propext, Classical.choice, Quot.sound]
#print axioms BarycentreSamples.reproduces_barycentre_iff
-- 'BarycentreSamples.reproduces_barycentre_iff' depends on axioms: [propext, Classical.choice, Quot.sound]
#print axioms BarycentreSamples.card_le_of_scalar
-- 'BarycentreSamples.card_le_of_scalar' depends on axioms: [propext, Classical.choice, Quot.sound]
#print axioms BarycentreSamples.sampleOperator_trine
-- 'BarycentreSamples.sampleOperator_trine' depends on axioms: [propext, Classical.choice, Quot.sound]
```

## From the trace identity to the test matrix

`sampleEnergy_eq_trace` moves the sum over states outside the product and the trace, then compares the terms one by one. For each state, `Matrix.mul_vecMulVec` turns $V(ff^\dagger)$ into $(Vf)f^\dagger$, whose trace is $\langle f,Vf\rangle$.

`sampleOperator_eq_mul` checks $S=FF^\dagger$ entry by entry. `Matrix.of f` has the states as rows, so its transpose is $F$. `sampleOperator_isHermitian` follows from this factorisation.

In `sampleEnergy_traceless_iff`, the forward direction first treats dimension zero, where any two matrices agree. It then introduces `t` and `V` as in the derivation. `htstar` says that $t$ is real, `hherm` that $V$ is Hermitian, and `htr` that it is traceless. Applying the assumption to this $V$ gives `h0`, which the trace identity rewrites as $\mathrm{tr}(VS)=0$. The `calc` block expands $V^2=VS-tV$, and `hsq` concludes that $\mathrm{tr}(V^\dagger V)=0$. A Mathlib lemma then gives $V=0$. The backward direction is a single chain of rewrites for $E(V)=c\,\mathrm{tr}V$.

`real_symmetric_traceless_iff` specialises this theorem to $\mathbb R$, where conjugation does nothing and the conjugate transpose is the transpose.

In `reproduces_barycentre_iff`, the forward direction inserts a traceless matrix into the barycentre formula and calls the main theorem. For the converse, `hw` is the relation $W=cn$, obtained by taking the identity as Hamiltonian.

`card_le_of_scalar` proves $c\neq0$ by contradiction, using the fact that $FF^\dagger=0$ implies $F=0$. The determinant $c^n$ then shows that $c\,\mathbf 1$ is invertible and so has full rank. The last line chains the two rank inequalities.

`sampleOperator_trine` splits the matrix equation into its four entries and settles them with $\sqrt3\cdot\sqrt3=3$.
